# The Lanczos remainder locates an eigenvalue near each Ritz value but need not bound the spectrum from above

After a Lanczos run on a grid Hamiltonian $A$, one diagonalises a small matrix $T$ and must decide whether its eigenvalue $\theta$, a Ritz value, is accurate enough. Let $f$ be the remainder of the last step and $y_m$ the last coefficient of the normalised eigenvector $y$ of $T$. For a symmetric operator in finite dimension, orthonormal Lanczos vectors and an exactly satisfied Lanczos relation, some eigenvalue of $A$ lies within $\|f\|\,|y_m|$ of $\theta$, so this product can serve as a stopping test. A Chebyshev filter meant to amplify the lowest states is usually given something else, an upper bound on the whole spectrum, and $\theta+\|f\|$ can fail to be one even when $\theta$ is the largest Ritz value.

In Lean 4 with Mathlib:

```lean
import Mathlib

open scoped InnerProductSpace
open Matrix Module.End

namespace LanczosErrorBound

noncomputable section

variable {𝕜 E : Type*} [RCLike 𝕜] [NormedAddCommGroup E] [InnerProductSpace 𝕜 E]
```

The scalars `𝕜` are the real or complex numbers, and `E` is any inner product space, for instance one of grid functions.

```lean
/-- The Lanczos relation `A Q = Q T + f eᵀ`: the columns `q j` are orthonormal, and `A` maps
each of them into their span, except for a remainder `f` in the last column. -/
def LanczosRelation {m : ℕ} (A : E →ₗ[𝕜] E) (q : Fin (m + 1) → E)
    (T : Matrix (Fin (m + 1)) (Fin (m + 1)) 𝕜) (f : E) : Prop :=
  Orthonormal 𝕜 q ∧
    ∀ j, A (q j) = ∑ i, T i j • q i + if j = Fin.last m then f else 0
```

There are $m+1$ orthonormal vectors $q_0,\dots,q_m$, with

$$Aq_j=\sum_i T_{ij}\,q_i+\delta_{jm}f .$$

The sum in the code ends before the plus sign, and `Fin.last m` is the index $m$. `LanczosRelation` is a proposition about given data, not an algorithm. It does not require $T$ to be tridiagonal or $f$ to be orthogonal to the $q_i$, but it does demand that the $q_i$ be exactly orthonormal, a property that rounding can destroy in a long run.

```lean
/-- The Ritz vector `Q y`, assembled from the coefficients `y` in the Lanczos basis. -/
def ritzVector {m : ℕ} (q : Fin (m + 1) → E) (y : Fin (m + 1) → 𝕜) : E :=
  ∑ j, y j • q j
```

This is the Ritz vector $x=\sum_j y_jq_j$.

```lean
/-- In an orthonormal basis the squared norm of the Ritz vector is the sum of the squared
moduli of its coefficients. -/
theorem norm_sq_ritzVector {m : ℕ} {q : Fin (m + 1) → E} (hq : Orthonormal 𝕜 q)
    (y : Fin (m + 1) → 𝕜) : ‖ritzVector q y‖ ^ 2 = ∑ j, ‖y j‖ ^ 2 := by
  have h := hq.inner_sum y y Finset.univ
  rw [inner_self_eq_norm_sq_to_K] at h
  simp only [RCLike.conj_mul] at h
  unfold ritzVector
  exact_mod_cast h
```

By orthonormality,

$$\|x\|^2=\sum_{i,j}\overline{y_i}\,y_j\langle q_i,q_j\rangle=\sum_j|y_j|^2 .$$

The library lemma `hq.inner_sum` carries out the collapse of the double sum.

```lean
/-- Under the Lanczos relation, the residual of a Ritz pair is the remainder `f` times the last
coefficient of the eigenvector of `T`. -/
theorem ritz_residual {m : ℕ} {A : E →ₗ[𝕜] E} {q : Fin (m + 1) → E}
    {T : Matrix (Fin (m + 1)) (Fin (m + 1)) 𝕜} {f : E} (h : LanczosRelation A q T f)
    {y : Fin (m + 1) → 𝕜} {θ : 𝕜} (hy : T *ᵥ y = θ • y) :
    A (ritzVector q y) - θ • ritzVector q y = y (Fin.last m) • f := by
  -- the part inside the Lanczos space reproduces `θ` times the Ritz vector
  have hT : ∑ j, y j • ∑ i, T i j • q i = θ • ∑ i, y i • q i := by
    simp only [Finset.smul_sum, smul_smul]
    rw [Finset.sum_comm]
    refine Finset.sum_congr rfl fun i _ => ?_
    rw [← Finset.sum_smul]
    congr 1
    have hi := congrFun hy i
    simp only [Matrix.mulVec, dotProduct, Pi.smul_apply, smul_eq_mul] at hi
    rw [← hi]
    exact Finset.sum_congr rfl fun j _ => mul_comm _ _
  unfold ritzVector
  rw [map_sum]
  simp only [map_smul, h.2, smul_add, Finset.sum_add_distrib, hT]
  rw [add_sub_cancel_left]
  simp [smul_ite]
```

The hypothesis `hy` says $Ty=\theta y$. Hence

$$Ax=\sum_i\Big(\sum_j T_{ij}y_j\Big)q_i+y_mf=\theta x+y_mf .$$

The step `hT` treats the part in the span of the $q_i$: it exchanges the sums and uses row $i$ of $Ty=\theta y$. The remaining lines apply linearity and subtract $\theta x$.

```lean
/-- For symmetric `A` and `A u = μ u` with `μ` real, the inner product of `u` with the residual
`A x - θ x` is `μ - θ` times the inner product of `u` with `x`. -/
theorem inner_residual {A : E →ₗ[𝕜] E} (hA : A.IsSymmetric) {u : E} {μ : ℝ}
    (hu : A u = (μ : 𝕜) • u) (x : E) (θ : 𝕜) :
    ⟪u, A x - θ • x⟫_𝕜 = ((μ : 𝕜) - θ) * ⟪u, x⟫_𝕜 := by
  rw [inner_sub_right, inner_smul_right, ← hA u x, hu, inner_smul_left, RCLike.conj_ofReal]
  ring
```

Let $Au=\mu u$ with $\mu$ real. Symmetry moves $A$ to the left of the inner product, which is conjugate-linear in that slot:

$$\langle u,Ax-\theta x\rangle=\langle Au,x\rangle-\theta\langle u,x\rangle=(\mu-\theta)\langle u,x\rangle .$$

```lean
/-- A symmetric operator in finite dimension has an eigenvalue within the residual norm
`‖A x - θ x‖` of `θ`, for every unit vector `x` and every number `θ`. -/
theorem exists_eigenvalue_near [FiniteDimensional 𝕜 E] {A : E →ₗ[𝕜] E}
    (hA : A.IsSymmetric) {x : E} (hx : ‖x‖ = 1) (θ : 𝕜) :
    ∃ μ : ℝ, HasEigenvalue A (μ : 𝕜) ∧ ‖(μ : 𝕜) - θ‖ ≤ ‖A x - θ • x‖ := by
  have hn : Module.finrank 𝕜 E = Module.finrank 𝕜 E := rfl
  have parseval : ∀ z : E, ∑ i, ‖⟪hA.eigenvectorBasis hn i, z⟫_𝕜‖ ^ 2 = ‖z‖ ^ 2 := by
    intro z
    rw [← (hA.eigenvectorBasis hn).repr.norm_map z, EuclideanSpace.norm_sq_eq]
    simp only [OrthonormalBasis.repr_apply_apply]
  rcases isEmpty_or_nonempty (Fin (Module.finrank 𝕜 E)) with he | he
  · have h := parseval x
    rw [hx, Finset.univ_eq_empty, Finset.sum_empty] at h
    norm_num at h
  · -- take the eigenvalue closest to `θ` and compare component by component
    obtain ⟨i, hi⟩ := Finite.exists_min (fun i => ‖(hA.eigenvalues hn i : 𝕜) - θ‖)
    refine ⟨hA.eigenvalues hn i, hA.hasEigenvalue_eigenvalues hn i, ?_⟩
    refine (sq_le_sq₀ (norm_nonneg _) (norm_nonneg _)).1 ?_
    calc ‖(hA.eigenvalues hn i : 𝕜) - θ‖ ^ 2
        = ∑ j, ‖(hA.eigenvalues hn i : 𝕜) - θ‖ ^ 2 *
            ‖⟪hA.eigenvectorBasis hn j, x⟫_𝕜‖ ^ 2 := by
          rw [← Finset.mul_sum, parseval, hx]
          ring
      _ ≤ ∑ j, ‖⟪hA.eigenvectorBasis hn j, A x - θ • x⟫_𝕜‖ ^ 2 := by
          refine Finset.sum_le_sum fun j _ => ?_
          rw [inner_residual hA (hA.apply_eigenvectorBasis hn j), norm_mul, mul_pow]
          gcongr
          exact hi j
      _ = ‖A x - θ • x‖ ^ 2 := parseval _
```

Here $x$ is any unit vector and $\theta$ any scalar. Take an orthonormal eigenbasis $u_j$ with eigenvalues $\mu_j$, and let $\mu_i$ be the one nearest $\theta$. With $r=Ax-\theta x$,

$$|\mu_i-\theta|^2=\sum_j|\mu_i-\theta|^2|\langle u_j,x\rangle|^2\le\sum_j|\mu_j-\theta|^2|\langle u_j,x\rangle|^2=\sum_j|\langle u_j,r\rangle|^2=\|r\|^2 .$$

The `calc` block follows this chain, with `parseval` at both ends and `inner_residual` in the middle. The case split before it disposes of dimension zero, where there is no unit vector.

```lean
/-- Lanczos error bound: if `A` is symmetric in finite dimension, the Lanczos relation holds and
`T y = θ y` with `y` of unit norm, then `A` has an eigenvalue within `‖f‖` times the modulus of
the last coefficient of `y` from `θ`. -/
theorem lanczos_error_bound [FiniteDimensional 𝕜 E] {m : ℕ} {A : E →ₗ[𝕜] E}
    (hA : A.IsSymmetric) {q : Fin (m + 1) → E}
    {T : Matrix (Fin (m + 1)) (Fin (m + 1)) 𝕜} {f : E} (h : LanczosRelation A q T f)
    {y : Fin (m + 1) → 𝕜} {θ : 𝕜} (hy : T *ᵥ y = θ • y) (hnorm : ∑ j, ‖y j‖ ^ 2 = 1) :
    ∃ μ : ℝ, HasEigenvalue A (μ : 𝕜) ∧ ‖(μ : 𝕜) - θ‖ ≤ ‖f‖ * ‖y (Fin.last m)‖ := by
  have hx : ‖ritzVector q y‖ = 1 := by
    have h2 := norm_sq_ritzVector h.1 y
    rw [hnorm] at h2
    nlinarith [norm_nonneg (ritzVector q y)]
  obtain ⟨μ, hμ, hb⟩ := exists_eigenvalue_near hA hx θ
  rw [ritz_residual h hy, norm_smul, mul_comm] at hb
  exact ⟨μ, hμ, hb⟩
```

This is the stopping test. Since $\sum_j|y_j|^2=1$, the Ritz vector has norm one, and its residual has norm $\|y_mf\|=\|f\|\,|y_m|$. The previous theorem then supplies $\mu$. It does not say which eigenvalue $\mu$ is, and two Ritz values may be assigned the same one.

```lean
/-- Let `A` be symmetric, let the Lanczos relation hold, and let `T y = θ y` with `θ` real. Then
`θ + ‖f‖` is at least the eigenvalue `μ` of a unit eigenvector `u` of `A` if the overlap of `u` with
the Ritz vector of `y` is non-zero and at least as large as the last coefficient of `y`, in modulus.
-/
theorem upper_bound_of_overlap {m : ℕ} {A : E →ₗ[𝕜] E} (hA : A.IsSymmetric)
    {q : Fin (m + 1) → E} {T : Matrix (Fin (m + 1)) (Fin (m + 1)) 𝕜} {f : E}
    (h : LanczosRelation A q T f) {y : Fin (m + 1) → 𝕜} {θ μ : ℝ}
    (hy : T *ᵥ y = (θ : 𝕜) • y) {u : E} (hu : A u = (μ : 𝕜) • u) (hu1 : ‖u‖ = 1)
    (hpos : 0 < ‖⟪u, ritzVector q y⟫_𝕜‖)
    (hover : ‖y (Fin.last m)‖ ≤ ‖⟪u, ritzVector q y⟫_𝕜‖) : μ ≤ θ + ‖f‖ := by
  have h1 := norm_inner_le_norm (𝕜 := 𝕜) u
    (A (ritzVector q y) - (θ : 𝕜) • ritzVector q y)
  rw [inner_residual hA hu, ritz_residual h hy, norm_mul, norm_smul, hu1, one_mul,
    ← RCLike.ofReal_sub, RCLike.norm_ofReal] at h1
  -- cancel the overlap
  have h2 : |μ - θ| * ‖⟪u, ritzVector q y⟫_𝕜‖ ≤ ‖f‖ * ‖⟪u, ritzVector q y⟫_𝕜‖ := by
    nlinarith [mul_le_mul_of_nonneg_right hover (norm_nonneg f)]
  have h3 := le_of_mul_le_mul_right h2 hpos
  linarith [le_abs_self (μ - θ)]
```

Now $\theta$ is real and $u$ is a unit eigenvector with eigenvalue $\mu$. If $|\langle u,x\rangle|$ is non-zero and at least $|y_m|$, then by Cauchy–Schwarz

$$|\mu-\theta|\,|\langle u,x\rangle|=|\langle u,y_mf\rangle|\le\|f\|\,|y_m|\le\|f\|\,|\langle u,x\rangle| .$$

Dividing by the overlap gives $\mu\le\theta+\|f\|$. For the largest eigenvalue this would bound the whole spectrum, but the overlap is an assumption about an eigenvector one does not yet know.

```lean
/-- The diagonal Hamiltonian `diag(0, 1, c)` on three grid points. -/
def diagHam (c : ℝ) : EuclideanSpace ℝ (Fin 3) →ₗ[ℝ] EuclideanSpace ℝ (Fin 3) where
  toFun x := !₂[0, x 1, c * x 2]
  map_add' x y := by ext i; fin_cases i <;> simp; ring
  map_smul' a x := by ext i; fin_cases i <;> simp; ring
```

The operator sends $(x_0,x_1,x_2)$ to $(0,x_1,cx_2)$; the last two fields prove linearity.

```lean
/-- The normalised start vector `(1, 1, 0)/√2`. -/
def startVec : EuclideanSpace ℝ (Fin 3) := !₂[√2 / 2, √2 / 2, 0]
```

This is $q_0=(1,1,0)/\sqrt2$.

```lean
/-- The remainder `(-1, 1, 0)/(2√2)`. -/
def remainder : EuclideanSpace ℝ (Fin 3) := !₂[-(√2 / 4), √2 / 4, 0]
```

This is $f=(-1,1,0)/(2\sqrt2)$.

```lean
/-- The remainder `(-1, 1, 0)/(2√2)` has norm `1/2`. -/
theorem norm_remainder : ‖remainder‖ = 1 / 2 := by
  refine (sq_eq_sq₀ (norm_nonneg _) (by norm_num)).1 ?_
  rw [EuclideanSpace.norm_sq_eq, Fin.sum_univ_three]
  simp only [Real.norm_eq_abs, sq_abs]
  norm_num [remainder, div_pow]
  rfl
```

Indeed $\|f\|^2=\tfrac18+\tfrac18=\tfrac14$.

```lean
/-- For every `c`, `diag(0, 1, c)` is symmetric and satisfies the one-step Lanczos relation with
start vector `(1, 1, 0)/√2`, `T = 1/2` and remainder `(-1, 1, 0)/(2√2)`. -/
theorem lanczosRelation_witness (c : ℝ) : (diagHam c).IsSymmetric ∧
    LanczosRelation (m := 0) (diagHam c) (fun _ => startVec)
      (Matrix.of fun _ _ => (1 / 2 : ℝ)) remainder := by
  refine ⟨?_, ⟨?_, ?_⟩, ?_⟩
  · intro x y
    simp [diagHam, PiLp.inner_apply, Fin.sum_univ_three]
    ring
  · intro _
    refine (sq_eq_sq₀ (norm_nonneg _) (by norm_num)).1 ?_
    rw [EuclideanSpace.norm_sq_eq, Fin.sum_univ_three]
    simp only [Real.norm_eq_abs, sq_abs]
    norm_num [startVec, div_pow]
    rfl
  · intro i j hij
    exact absurd (Fin.ext (by omega)) hij
  · intro j
    obtain rfl : j = Fin.last 0 :=
      Fin.ext (by have hj := j.isLt; simp only [Fin.val_last]; omega)
    rw [Fin.sum_univ_succ]
    ext i
    fin_cases i <;> simp [diagHam, startVec, remainder] <;> ring
```

With `m := 0` there is a single Lanczos vector and $T=(1/2)$. By hand,

$$Aq_0=\tfrac{1}{\sqrt2}(0,1,0)=\tfrac12q_0+f .$$

The start vector has no third component, so these data are the same for every $c$. The proof checks symmetry, normalisation, orthogonality (trivial for one vector) and this equation.

```lean
/-- For every `c > 1`, the number `1/2 + ‖f‖` formed from the Ritz value `1/2` and the remainder
`f = (-1, 1, 0)/(2√2)` lies below the eigenvalue `c` of `diag(0, 1, c)`. -/
theorem upper_bound_fails {c : ℝ} (hc : 1 < c) :
    HasEigenvalue (diagHam c) c ∧ 1 / 2 + ‖remainder‖ < c := by
  constructor
  · refine hasEigenvalue_of_hasEigenvector
      (x := (!₂[0, 0, 1] : EuclideanSpace ℝ (Fin 3))) ⟨mem_eigenspace_iff.2 ?_, ?_⟩
    · ext i
      fin_cases i <;> simp [diagHam]
    · intro h
      have h2 := congrArg (fun w : EuclideanSpace ℝ (Fin 3) => w 2) h
      simp at h2
  · rw [norm_remainder]
    linarith
```

The vector $(0,0,1)$ has eigenvalue $c$, while $\theta+\|f\|=\tfrac12+\tfrac12=1$. For $c=10$ the supposed upper bound misses by 9. The overlap condition fails here: $(0,0,1)$ is orthogonal to the start vector.

```lean
/-- No eigenvalue of `diag(0, 1, 10)` is closer to the Ritz value `1/2` than the norm of the
remainder `(-1, 1, 0)/(2√2)`. -/
theorem error_bound_sharp {μ : ℝ} (hμ : HasEigenvalue (diagHam 10) μ) :
    ‖remainder‖ ≤ |μ - 1 / 2| := by
  rw [norm_remainder]
  obtain ⟨v, hv⟩ := hμ.exists_hasEigenvector
  have key := hv.apply_eq_smul
  have h0 : 0 = μ * v 0 := by
    simpa [diagHam] using congrArg (fun w : EuclideanSpace ℝ (Fin 3) => w 0) key
  have h1 : v 1 = μ * v 1 := by
    simpa [diagHam] using congrArg (fun w : EuclideanSpace ℝ (Fin 3) => w 1) key
  have h2 : 10 * v 2 = μ * v 2 := by
    simpa [diagHam] using congrArg (fun w : EuclideanSpace ℝ (Fin 3) => w 2) key
  by_contra hlt
  obtain ⟨ha, hb⟩ := abs_lt.1 (not_le.1 hlt)
  -- an eigenvalue strictly between 0 and 1 would force the eigenvector to vanish
  have e0 : v 0 = 0 := (mul_eq_zero.1 h0.symm).resolve_left (by intro h; linarith)
  have e1 : v 1 = 0 :=
    (mul_eq_zero.1 (show (1 - μ) * v 1 = 0 by linear_combination h1)).resolve_left
      (by intro h; linarith)
  have e2 : v 2 = 0 :=
    (mul_eq_zero.1 (show (10 - μ) * v 2 = 0 by linear_combination h2)).resolve_left
      (by intro h; linarith)
  apply hv.2
  ext i
  fin_cases i
  · simpa using e0
  · simpa using e1
  · simpa using e2

end

end LanczosErrorBound
```

With $y=(1)$ the error bound is $\|f\|\,|y_0|=\tfrac12$, and this instance attains it. An eigenvalue closer to $\tfrac12$ would satisfy $0<\mu<1$. The component equations $0=\mu v_0$, $v_1=\mu v_1$ and $10v_2=\mu v_2$ would then force the eigenvector $v$ to vanish, which is the contradiction reached through `e0`, `e1` and `e2`.

```lean
#print axioms LanczosErrorBound.lanczos_error_bound
#print axioms LanczosErrorBound.upper_bound_of_overlap
#print axioms LanczosErrorBound.upper_bound_fails
#print axioms LanczosErrorBound.error_bound_sharp
```

```
'LanczosErrorBound.lanczos_error_bound' depends on axioms: [propext, Classical.choice, Quot.sound]
'LanczosErrorBound.upper_bound_of_overlap' depends on axioms: [propext, Classical.choice, Quot.sound]
'LanczosErrorBound.upper_bound_fails' depends on axioms: [propext, Classical.choice, Quot.sound]
'LanczosErrorBound.error_bound_sharp' depends on axioms: [propext, Classical.choice, Quot.sound]
```
